# For N spins ±1, the product of (1 + σ_i)/2 over a set K of sites is nonzero on exactly 2^(N − |K|) configurations

Each of finitely many sites, N in all, carries a classical spin σ_i = ±1, and K is any set of these sites. The theorem `supportCount_allUp` says that the product of (1 + σ_i)/2 over K is nonzero on exactly 2^(N − |K|) of the spin configurations. The product is nonzero only when every spin in K is +1, and the spins outside K are free. The proof writes the set of such configurations as a product of sets, one for each site: {1} for a site in K, and both spin values for any other. It then multiplies the sizes of these sets.

In Lean, a first try:

```lean
import Mathlib

open Finset

namespace SupportCountAllUp

/-- A configuration assigns a spin `+1` or `-1` to every site. -/
abbrev Config (ι : Type*) := ι → ℤˣ

/-- The spin at site `i` as a real number. -/
def spin {ι : Type*} (σ : Config ι) (i : ι) : ℝ := ((σ i : ℤ) : ℝ)

/-- The product of `(1 + σ_i) / 2` over the sites of `K`. -/
noncomputable def allUp {ι : Type*} (K : Finset ι) (σ : Config ι) : ℝ :=
  ∏ i ∈ K, (1 + spin σ i) / 2

variable {ι : Type*} [Fintype ι] [DecidableEq ι]

/-- The number of configurations on which `f` is nonzero. -/
noncomputable def supportCount (f : Config ι → ℝ) : ℕ :=
  (univ.filter fun σ => f σ ≠ 0).card

omit [Fintype ι] [DecidableEq ι] in
/-- The product of `(1 + σ_i) / 2` over `K` is nonzero exactly when all spins in `K` are `+1`. -/
theorem allUp_ne_zero_iff (K : Finset ι) (σ : Config ι) :
    allUp K σ ≠ 0 ↔ ∀ i ∈ K, σ i = 1 := by
  have hne : (-1 : ℤˣ) ≠ 1 := by decide
  unfold allUp
  rw [prod_ne_zero_iff]
  refine forall₂_congr fun i _ => ?_
  rcases Int.units_eq_one_or (σ i) with h | h
  · norm_num [spin, h]
  · simp [spin, h, hne]

/-- The product of `(1 + σ_i) / 2` over `K` is nonzero on exactly `2 ^ (N - |K|)`
configurations. -/
theorem supportCount_allUp (K : Finset ι) :
    supportCount (allUp K) = 2 ^ (Fintype.card ι - K.card) := by
  have hset : (univ.filter fun σ => allUp K σ ≠ 0) =
      Fintype.piFinset fun i => if i ∈ K then ({1} : Finset ℤˣ) else univ := by
    ext σ
    simp only [mem_filter, mem_univ, true_and, Fintype.mem_piFinset]
    rw [allUp_ne_zero_iff]
    refine forall_congr' fun i => ?_
    by_cases hi : i ∈ K <;> simp [hi]
  have hc : ∀ i, (if i ∈ K then ({1} : Finset ℤˣ) else univ).card
      = if i ∈ Kᶜ then 2 else 1 := by
    intro i
    by_cases hi : i ∈ K <;> simp [hi, Fintype.card_units_int]
  unfold supportCount
  rw [hset, Fintype.card_piFinset, prod_congr rfl fun i _ => hc i, prod_ite_mem, univ_inter,
    prod_const, card_compl]

end SupportCountAllUp
```

Messages:

```
Main.lean:40:77: error: unsolved goals
case neg
ι : Type u_1
inst✝¹ : Fintype ι
inst✝ : DecidableEq ι
K : Finset ι
σ : Config ι
i : ι
hi : i ∉ K
⊢ σ i = 1 ∨ σ i = -1
Main.lean:49:38: warning: This simp argument is unused:
  Fintype.card_units_int

Hint: Omit it from the simp argument list.
  [apply] simp [hi]

Note: This linter can be disabled with `set_option linter.unusedSimpArgs false`
```

The change, after which it compiles:

```diff
@@ -43,9 +43,12 @@
     rw [allUp_ne_zero_iff]
     refine forall_congr' fun i => ?_
-    by_cases hi : i ∈ K <;> simp [hi]
+    by_cases hi : i ∈ K
+    · simp [hi]
+    · rw [if_neg hi]
+      exact ⟨fun _ => mem_univ _, fun _ h => absurd h hi⟩
   have hc : ∀ i, (if i ∈ K then ({1} : Finset ℤˣ) else univ).card
       = if i ∈ Kᶜ then 2 else 1 := by
     intro i
-    by_cases hi : i ∈ K <;> simp [hi, Fintype.card_units_int]
+    by_cases hi : i ∈ K <;> simp [hi]
   unfold supportCount
   rw [hset, Fintype.card_piFinset, prod_congr rfl fun i _ => hc i, prod_ite_mem, univ_inter,
```

Diagnosis. The error is in the proof of `hset`, at a site `i` outside `K`. There the condition `i ∈ K → σ i = 1` holds vacuously, and the `if` reduces to `univ`, so what remains is that `σ i` lies in `univ`. That is true by `mem_univ`, but `simp [hi]` left the goal `σ i = 1 ∨ σ i = -1`. This is what membership becomes when `simp` first rewrites `univ`, as a finite set of `ℤˣ`, to the explicit set `{1, -1}`. `mem_univ` then no longer applies, and `simp` had no fact at hand to prove the disjunction.

The repair keeps `simp [hi]` for sites in `K`. For the others, `rw [if_neg hi]` selects the `univ` branch and leaves `univ` as it is. The two directions of the equivalence are then given directly: `mem_univ _` proves the membership, and `absurd h hi` proves the implication, since its premise `i ∈ K` contradicts `hi`.

The warning says only that `simp` did not use `Fintype.card_units_int` in the proof of `hc`. Removing it is tidying.
